# The first derivatives of the planar solid harmonics C_(m+1) and S_(m+1) are ±(m+1) times C_m or S_m

The planar solid harmonics are taken here without normalisation: in polar coordinates they are C_m = r^m cos(mφ) and S_m = r^m sin(mφ), for m = 0, 1, 2, and so on. They are treated as polynomials in X and Y and not as functions on the plane, so differentiation is an algebraic operation on coefficients, with no limit taken. For real polynomials this formal derivative agrees with the derivative of calculus, a standard fact that is neither needed nor proved here. The derivative relations below are accordingly identities between polynomials; only the polar form at the end is a statement about their values.

```lean
import Mathlib

namespace SolidHarmonicLadder

noncomputable section
```

## Polynomials in two coordinates and their derivatives

The ring is ℝ[X, Y]. In Mathlib it is `MvPolynomial (Fin 2) ℝ`, the polynomials with real coefficients in variables labelled 0 and 1.

```lean
/-- Real polynomials in the two Cartesian coordinates of the plane. -/
abbrev Poly := MvPolynomial (Fin 2) ℝ
```

Variable 0 is the Cartesian coordinate X.

```lean
/-- The first Cartesian coordinate, as a polynomial. -/
abbrev X : Poly := MvPolynomial.X 0
```

Variable 1 is the Cartesian coordinate Y. There is no Z, because the harmonics considered here do not depend on it.

```lean
/-- The second Cartesian coordinate, as a polynomial. -/
abbrev Y : Poly := MvPolynomial.X 1
```

The partial derivative ∂/∂X lowers the power of X in each monomial and treats Y as a constant:

    ∂(X^a Y^b)/∂X = a X^(a−1) Y^b   for a ≥ 1,   and 0 for a = 0.

```lean
/-- The partial derivative with respect to `X`. -/
abbrev dX : Derivation ℝ Poly Poly := MvPolynomial.pderiv 0
```

The derivative ∂/∂Y does the same with the roles of the coordinates exchanged.

```lean
/-- The partial derivative with respect to `Y`. -/
abbrev dY : Derivation ℝ Poly Poly := MvPolynomial.pderiv 1
```

## The recurrence as the definition

Start from the pair (1, 0) and raise the order m by one at a time:

    (C_0, S_0) = (1, 0)
    (C_(m+1), S_(m+1)) = (X C_m − Y S_m, X S_m + Y C_m).

The first steps give C_1 = X and S_1 = Y, then C_2 = X² − Y² and S_2 = 2XY. These are the shapes of the p_x, p_y, d_(x²−y²) and d_xy functions. Each new polynomial needs both old ones, so the definition recurses on the pair.

```lean
/-- The pair `(C_m, S_m)`, built from `(1, 0)` by the solid-harmonic recurrence. -/
def harmonicPair : ℕ → Poly × Poly
  | 0 => (1, 0)
  | m + 1 =>
    (X * (harmonicPair m).1 - Y * (harmonicPair m).2,
     X * (harmonicPair m).2 + Y * (harmonicPair m).1)
```

The first component of the pair is the cosine-type harmonic C_m.

```lean
/-- The cosine-type solid harmonic `C_m`. -/
def C (m : ℕ) : Poly := (harmonicPair m).1
```

The second component is the sine-type harmonic S_m.

```lean
/-- The sine-type solid harmonic `S_m`. -/
def S (m : ℕ) : Poly := (harmonicPair m).2
```

In this namespace `C m` is therefore a harmonic, and not Mathlib's embedding of constants into the polynomial ring, which has the same short name.

The starting values can be read off the definition:

    C_0 = 1,   S_0 = 0.

```lean
/-- The recurrence starts from `C_0 = 1` and `S_0 = 0`. -/
theorem start : C 0 = 1 ∧ S 0 = 0 := ⟨rfl, rfl⟩
```

So can the recurrence, now written for the two families separately:

    C_(m+1) = X C_m − Y S_m
    S_(m+1) = X S_m + Y C_m.

```lean
/-- The recurrence that raises the order of the solid harmonics by one. -/
theorem recurrence (m : ℕ) :
    C (m + 1) = X * C m - Y * S m ∧ S (m + 1) = X * S m + Y * C m :=
  ⟨rfl, rfl⟩
```

Both facts are proved by `rfl`: the two sides agree once the definitions are unfolded. Stating them as theorems lets the later proofs rewrite with the recurrence and leave the pair out of sight.

## Differentiating a product with a coordinate

Every term of the recurrence is a coordinate times a polynomial p. Since ∂X/∂X = ∂Y/∂Y = 1 and ∂Y/∂X = ∂X/∂Y = 0, the product rule gives

    ∂(X p)/∂X = p + X ∂p/∂X
    ∂(Y p)/∂X = Y ∂p/∂X
    ∂(X p)/∂Y = X ∂p/∂Y
    ∂(Y p)/∂Y = p + Y ∂p/∂Y.

An undifferentiated p appears only when the coordinate matches the derivative.

```lean
/-- The product rule for a polynomial multiplied by one of the coordinates. -/
theorem product_rule (p : Poly) :
    dX (X * p) = p + X * dX p ∧ dX (Y * p) = Y * dX p ∧
    dY (X * p) = X * dY p ∧ dY (Y * p) = p + Y * dY p := by
  have a : dX X = 1 := MvPolynomial.pderiv_X_self 0
  have b : dX Y = 0 := MvPolynomial.pderiv_X_of_ne (by decide)
  have c : dY X = 0 := MvPolynomial.pderiv_X_of_ne (by decide)
  have d : dY Y = 1 := MvPolynomial.pderiv_X_self 1
  simp only [Derivation.leibniz, a, b, c, d, smul_eq_mul]
  exact ⟨by ring, by ring, by ring, by ring⟩
```

The facts `a` to `d` are the four derivatives of the coordinates. The general product rule is `Derivation.leibniz`, and `ring` puts the terms in the stated order.

The proof turns on the type of `dX` and `dY`. Mathlib does not supply a partial derivative as a bare function on polynomials. It supplies a `Derivation ℝ Poly Poly`, a linear map packaged together with a proof of the product rule. Additivity, the vanishing of constants and the Leibniz rule therefore come with the object, and no differentiability has to be established before a sum or product is differentiated. The rule is stated in the form

    D(a b) = a • D b + b • D a,

with the scalar action `•` in place of a product, because a derivation may in general take its values in a module over the ring. Here the module is the ring itself, and `smul_eq_mul` turns the action back into ordinary multiplication.

## The derivative ladder

The claim, for every natural number m, is

    ∂C_(m+1)/∂X = ∂S_(m+1)/∂Y = (m+1) C_m
    ∂S_(m+1)/∂X = −∂C_(m+1)/∂Y = (m+1) S_m.

For m = 0 we have C_1 = X and S_1 = Y. Then ∂C_1/∂X = ∂S_1/∂Y = 1 = C_0, and ∂S_1/∂X = ∂C_1/∂Y = 0 = S_0.

Now assume the four relations for m and differentiate the recurrence for C_(m+2) with respect to X:

    ∂C_(m+2)/∂X = ∂(X C_(m+1) − Y S_(m+1))/∂X
                = C_(m+1) + X (m+1) C_m − Y (m+1) S_m
                = C_(m+1) + (m+1) (X C_m − Y S_m)
                = (m+2) C_(m+1).

The bracket is the recurrence one order lower. It contributes m+1 copies of C_(m+1), and the undifferentiated term contributes one more. The other three relations follow the same pattern:

    ∂S_(m+2)/∂Y = X (m+1) C_m + C_(m+1) − Y (m+1) S_m = (m+2) C_(m+1)
    ∂S_(m+2)/∂X = S_(m+1) + X (m+1) S_m + Y (m+1) C_m = (m+2) S_(m+1)
    ∂C_(m+2)/∂Y = −X (m+1) S_m − S_(m+1) − Y (m+1) C_m = −(m+2) S_(m+1).

```lean
/-- Each first derivative of a solid harmonic of order `m + 1` is, up to sign, `m + 1` times
a solid harmonic of order `m`. -/
theorem derivative_ladder (m : ℕ) :
    dX (C (m + 1)) = ((m : Poly) + 1) * C m ∧
    dY (S (m + 1)) = ((m : Poly) + 1) * C m ∧
    dX (S (m + 1)) = ((m : Poly) + 1) * S m ∧
    dY (C (m + 1)) = -(((m : Poly) + 1) * S m) := by
  induction m with
  | zero =>
    simp only [recurrence, start, map_sub, map_add, product_rule,
      Derivation.map_one_eq_zero, map_zero]
    simp
  | succ m ih =>
    obtain ⟨h1, h2, h3, h4⟩ := ih
    -- differentiate the recurrence and insert the relations of the previous order
    rw [(recurrence (m + 1)).1, (recurrence (m + 1)).2]
    simp only [map_sub, map_add, product_rule, h1, h2, h3, h4]
    push_cast
    -- expand the harmonics of order `m + 1` on both sides through the recurrence
    rw [(recurrence m).1, (recurrence m).2]
    exact ⟨by ring, by ring, by ring, by ring⟩
```

The theorem lists the four derivatives one by one, each with its value; the chained equalities of the claim follow at once. The factor `(m : Poly) + 1` is the number m+1 regarded as a constant polynomial.

In the induction step, the first `rw` inserts the recurrence for order m+2. The `simp only` line then differentiates it and substitutes the induction hypotheses `h1` to `h4`. At the end Lean takes a slightly different route from the derivation above. Instead of collecting terms into C_(m+1) and S_(m+1), it expands these polynomials on both sides through the recurrence, and `ring` compares the results.

In electronic-structure calculations with Gaussian basis functions, derivatives of the basis functions enter the forces on the nuclei. In three dimensions C_m and S_m with m ≥ 1 are, up to constant factors, the real solid harmonics whose angular momentum l equals their order m. For a basis function that is C_(m+1) or S_(m+1) times a Gaussian, with X and Y measured from the centre of the function, the ladder gives the X and Y derivatives of the harmonic factor; the product rule adds a second term from the derivative of the Gaussian. Normalisation can change the coefficient in the ladder. If N_m is the normalisation constant common to C_m and S_m for m ≥ 1, the derivative of N_(m+1) C_(m+1) with respect to X is (m+1) N_(m+1)/N_m times N_m C_m.

## Cauchy–Riemann equations and the Laplace equation

The ladder gives two of the derivatives the value (m+1) C_m and the other two the values ±(m+1) S_m. Equating them yields the Cauchy–Riemann equations for C_(m+1) and S_(m+1). At order 0 both polynomials are constant and all derivatives vanish, so for every m

    ∂C_m/∂X = ∂S_m/∂Y
    ∂S_m/∂X = −∂C_m/∂Y.

```lean
/-- The pair `(C_m, S_m)` satisfies the Cauchy–Riemann equations at every order. -/
theorem cauchy_riemann (m : ℕ) :
    dX (C m) = dY (S m) ∧ dX (S m) = -dY (C m) := by
  cases m with
  | zero => simp [start]
  | succ m =>
    obtain ⟨h1, h2, h3, h4⟩ := derivative_ladder m
    rw [h1, h2, h3, h4]
    exact ⟨rfl, (neg_neg _).symm⟩
```

The case split in the proof is needed because the ladder speaks only of orders m+1, which leaves order 0 to be checked directly.

For the second derivatives, apply the ladder once and then the Cauchy–Riemann equations at the lower order:

    ∂²C_(m+1)/∂X² + ∂²C_(m+1)/∂Y² = (m+1) (∂C_m/∂X − ∂S_m/∂Y) = 0
    ∂²S_(m+1)/∂X² + ∂²S_(m+1)/∂Y² = (m+1) (∂S_m/∂X + ∂C_m/∂Y) = 0.

Order 0 is again immediate, since constants satisfy the Laplace equation.

```lean
/-- Both solid harmonics satisfy the Laplace equation in the plane. -/
theorem laplace_equation (m : ℕ) :
    dX (dX (C m)) + dY (dY (C m)) = 0 ∧ dX (dX (S m)) + dY (dY (S m)) = 0 := by
  cases m with
  | zero => simp [start]
  | succ m =>
    obtain ⟨h1, h2, h3, h4⟩ := derivative_ladder m
    -- numerical factors pass through a derivative
    have scale : ∀ (D : Derivation ℝ Poly Poly) (p : Poly),
        D (((m : Poly) + 1) * p) = ((m : Poly) + 1) * D p := by
      intro D p
      rw [Derivation.leibniz, map_add, Derivation.map_natCast,
        Derivation.map_one_eq_zero]
      simp
    rw [h1, h2, h3, h4, map_neg, scale, scale, scale, scale,
      (cauchy_riemann m).1, (cauchy_riemann m).2]
    exact ⟨by ring, by ring⟩
```

The auxiliary statement `scale` says that the factor m+1 can be taken outside a derivative. It is proved for an arbitrary derivation `D`, so one argument serves both ∂/∂X and ∂/∂Y.

## Rotations about the z axis

Let G = X ∂/∂Y − Y ∂/∂X be the generator of rotations in the plane. The ladder replaces the derivatives by harmonics of order m, and the recurrence gathers these into order m+1:

    G C_(m+1) = −(m+1) (X S_m + Y C_m) = −(m+1) S_(m+1)
    G S_(m+1) = (m+1) (X C_m − Y S_m) = (m+1) C_(m+1).

At order 0 both sides vanish. Hence G C_m = −m S_m and G S_m = m C_m for every m.

```lean
/-- The generator of rotations in the plane, `X ∂/∂Y - Y ∂/∂X`, takes `C_m` to `-m S_m`
and `S_m` to `m C_m`. -/
theorem rotation_generator (m : ℕ) :
    X * dY (C m) - Y * dX (C m) = -((m : Poly) * S m) ∧
    X * dY (S m) - Y * dX (S m) = (m : Poly) * C m := by
  cases m with
  | zero => simp [start]
  | succ m =>
    obtain ⟨h1, h2, h3, h4⟩ := derivative_ladder m
    rw [h1, h2, h3, h4, (recurrence m).1, (recurrence m).2]
    push_cast
    exact ⟨by ring, by ring⟩
```

The generator is written out in the statement and is not defined as a separate operator. In quantum mechanics the z component of orbital angular momentum is L_z = −iħG. If complex coefficients are admitted, the two relations combine into L_z (C_m + i S_m) = mħ (C_m + i S_m) as an identity between polynomials. The polynomial is not square integrable and so is not itself a state; multiplying it by a decaying Gaussian in the distance from the origin, which G annihilates, gives a square-integrable function with the same eigenvalue. The real polynomials themselves are mixed by G in pairs when m ≥ 1.

## Values in polar coordinates

The remaining step connects the recursively defined polynomials with the familiar angular functions. Put X = r cos φ and Y = r sin φ. The claim is

    C_m = r^m cos(mφ)
    S_m = r^m sin(mφ).

For m = 0 the values are 1 and 0. If the formulas hold for m, the recurrence gives

    C_(m+1) = r^(m+1) (cos φ cos(mφ) − sin φ sin(mφ)) = r^(m+1) cos((m+1)φ)
    S_(m+1) = r^(m+1) (cos φ sin(mφ) + sin φ cos(mφ)) = r^(m+1) sin((m+1)φ),

by the addition theorems for cosine and sine.

Here the polynomials finally become numbers. `MvPolynomial.eval` substitutes the vector `![r * Real.cos φ, r * Real.sin φ]` for the two variables, and it respects sums and products, so the recurrence carries over to the values. The facts `hX` and `hY` evaluate the coordinates, and `angle` rewrites (m+1)φ as mφ + φ so that `Real.cos_add` and `Real.sin_add` apply. The theorem holds for all real r and φ. Here r is the distance from the z axis when it is non-negative, and not the distance from the origin in three dimensions.

```lean
/-- In polar coordinates the solid harmonics are `r^m cos(mφ)` and `r^m sin(mφ)`. -/
theorem polar_form (r φ : ℝ) (m : ℕ) :
    MvPolynomial.eval ![r * Real.cos φ, r * Real.sin φ] (C m)
      = r ^ m * Real.cos (m * φ) ∧
    MvPolynomial.eval ![r * Real.cos φ, r * Real.sin φ] (S m)
      = r ^ m * Real.sin (m * φ) := by
  have hX : MvPolynomial.eval ![r * Real.cos φ, r * Real.sin φ] X = r * Real.cos φ := by
    simp [X]
  have hY : MvPolynomial.eval ![r * Real.cos φ, r * Real.sin φ] Y = r * Real.sin φ := by
    simp [Y]
  induction m with
  | zero => simp [start]
  | succ m ih =>
    obtain ⟨hC, hS⟩ := ih
    have angle : ((m + 1 : ℕ) : ℝ) * φ = m * φ + φ := by
      push_cast
      ring
    -- the recurrence is the addition theorem for cosine and sine
    rw [(recurrence m).1, (recurrence m).2, map_sub, map_add, map_mul, map_mul,
      map_mul, map_mul, hX, hY, hC, hS, angle, Real.cos_add, Real.sin_add]
    exact ⟨by ring, by ring⟩

end

end SolidHarmonicLadder
```

```lean
#print axioms SolidHarmonicLadder.derivative_ladder
#print axioms SolidHarmonicLadder.laplace_equation
#print axioms SolidHarmonicLadder.rotation_generator
#print axioms SolidHarmonicLadder.polar_form
```

```
'SolidHarmonicLadder.derivative_ladder' depends on axioms: [propext, Classical.choice, Quot.sound]
'SolidHarmonicLadder.laplace_equation' depends on axioms: [propext, Classical.choice, Quot.sound]
'SolidHarmonicLadder.rotation_generator' depends on axioms: [propext, Classical.choice, Quot.sound]
'SolidHarmonicLadder.polar_form' depends on axioms: [propext, Classical.choice, Quot.sound]
```
